# One-excitation direct RPA with constant positive coupling: a linear level crossing is a strict local energy minimum for every differentiable reference energy

**Q:** Let me start with the smallest case I can find. There is one coordinate $x$ and one excitation, between two levels that cross at $x=0$ with gap $|x|$. The coupling is 1, in arbitrary units. The energy without correlation is $E_0(x)=-x$, a constant force to the right. For the correlation energy in the direct random-phase approximation (RPA without exchange terms) I take

$$E_c(x)=\tfrac12\left(\sqrt{|x|(|x|+2)}-|x|-1\right).$$

The total energy is $-\tfrac12$ at the crossing. At $x=\tfrac1{12}$ the root is $\tfrac5{12}$, so $E_c=-\tfrac13$ and the total is $-\tfrac5{12}$, which is higher. At $x=\tfrac14$ the total is back at $-\tfrac12$. So a barrier stands on what should be a plain downhill slope. Where does it come from?

**A:** From the square root. Close to the crossing, $E_c$ rises by about $\sqrt{|x|/2}$, while $E_0$ falls only by $|x|$. For small $|x|$ the root is the larger of the two.

**Q:** A steeper force might still win. Can you do it with letters?

**A:** Let the gap be $D(x)=c|x|$ with $c>0$, let the coupling be $K>0$, and let

$$E_c(x)=\tfrac12\left(\sqrt{D(D+2K)}-D-K\right).$$

At the crossing $D=0$, so $E_c(0)=-K/2$. Now take a number $L\ge 0$ and ask when $E_c$ has risen by more than $L|x|$ at a point $x\neq0$. Write $t=|x|>0$. The condition is

$$\tfrac12\left(\sqrt{ct(ct+2K)}-ct\right)>Lt,\qquad\text{that is}\qquad \sqrt{ct(ct+2K)}>(c+2L)t.$$

The right side is nonnegative, so squaring gives an equivalent inequality:

$$c^2t^2+2cKt>(c^2+4cL+4L^2)t^2.$$

Cancel $c^2t^2$ and divide by $2t$:

$$cK>2L(L+c)\,t.$$

Every step can be reversed, so this is an exact criterion. For any fixed $L$ it holds once $t$ is small enough.

**Q:** And a general $E_0$?

**A:** Suppose $E_0$ is differentiable at $0$ with slope $s$. Put $L=|s|+1$. Then $|E_0(x)-E_0(0)|\le L|x|$ for all $x$ near $0$. If $x\ne0$ also satisfies the criterion, then

$$E_0(x)\ge E_0(0)-L|x|,\qquad E_c(x)>E_c(0)+L|x|.$$

Adding the two gives $E_0(x)+E_c(x)>E_0(0)+E_c(0)$. With a constant force, a larger slope makes the well narrower on the downhill side, but does not remove it.

**Q:** My doubt is whether the formal version is about RPA at all, or only about a function with a convenient square root in it.

**A:** The file starts from the RPA matrix. For a single excitation it has the diagonal block $A=D+K$ and the off-diagonal block $B=K$, with the usual minus signs in the second row. Here $K$ stands for the Coulomb repulsion of the transition density with itself, which is why a positive value is the physical one. Exchange terms are left out of both blocks, which is what makes this the direct form of RPA. The excitation energy is then defined separately, by its closed form.

In Lean 4 with Mathlib:

```lean
import Mathlib

open Filter Topology

namespace RPALevelCrossing

noncomputable section

/-- The RPA matrix of a single excitation with gap `D` and coupling `K`:
the diagonal block is `A = D + K` and the off-diagonal block is `B = K`. -/
def rpaMatrix (D K : ℝ) : Matrix (Fin 2) (Fin 2) ℝ :=
  !![D + K, K; -K, -(D + K)]

/-- The RPA excitation energy `√(D (D + 2K))`, for `D ≥ 0` and `K ≥ 0`. -/
def rpaFrequency (D K : ℝ) : ℝ := √(D * (D + 2 * K))
```

The matrix `rpaMatrix D K` is a real two-by-two matrix, and `rpaFrequency D K` is the number $\Omega=\sqrt{D(D+2K)}$. That the second belongs to the first is a theorem, which comes after the remaining definitions.

**Q:** Why the absolute value in the gap?

**A:** The excitation goes from the lower level to the upper one. When the levels cross, they exchange these roles, so the gap is the absolute difference of two linear functions. The number $c>0$ is the absolute difference of the two slopes.

```lean
/-- The gap `c |x|` between two levels that cross linearly at `x = 0`, where `c > 0` is the absolute
difference of their slopes. -/
def gap (c x : ℝ) : ℝ := c * |x|

/-- The RPA correlation energy along the coordinate `x`: half the difference between
the RPA excitation energy and `A = D + K`, for `c ≥ 0` and `K ≥ 0`. -/
def correlationEnergy (c K x : ℝ) : ℝ :=
  (rpaFrequency (gap c x) K - (gap c x + K)) / 2
```

The correlation energy is half of $\Omega-A$. This formula is taken as the definition for one excitation and is not derived from a many-electron Hamiltonian. The coupling is also a constant along $x$, whereas in a molecule it would vary with the geometry.

**Q:** "Local minimum" can be a weak phrase. A constant function has one everywhere.

**A:** Hence the strict version:

```lean
/-- The point `a` is a strict local minimum of `f`: all other points near `a`
have a strictly larger value. -/
def IsStrictLocalMin (f : ℝ → ℝ) (a : ℝ) : Prop :=
  ∀ᶠ x in 𝓝[≠] a, f a < f x
```

The filter `𝓝[≠] a` describes points close to $a$ but different from it, and `∀ᶠ` says that the inequality holds at all of them within some distance. So `IsStrictLocalMin f a` means that there is a $\delta>0$ with $f(a)<f(x)$ whenever $0<|x-a|<\delta$.

**Q:** Now the link between the matrix and the square root.

**A:** Subtract $\omega$ from the diagonal and take the determinant:

$$(A-\omega)(-A-\omega)+B^2=\omega^2-(A^2-B^2)=\omega^2-D(D+2K).$$

For nonnegative $D$, $K$ and $\omega$, this vanishes exactly when $\omega=\Omega$.

```lean
/-- For nonnegative gap and coupling, a nonnegative number `ω` solves the secular equation
of the RPA matrix exactly when it is the RPA excitation energy. -/
theorem secular_equation {D K ω : ℝ} (hD : 0 ≤ D) (hK : 0 ≤ K) (hω : 0 ≤ ω) :
    (rpaMatrix D K - ω • (1 : Matrix (Fin 2) (Fin 2) ℝ)).det = 0 ↔
      ω = rpaFrequency D K := by
  have hdet : (rpaMatrix D K - ω • (1 : Matrix (Fin 2) (Fin 2) ℝ)).det
      = ω ^ 2 - D * (D + 2 * K) := by
    rw [Matrix.det_fin_two]
    simp [rpaMatrix]
    ring
  rw [hdet]
  constructor
  · intro h
    have h2 : D * (D + 2 * K) = ω ^ 2 := by linarith
    rw [rpaFrequency, h2, Real.sqrt_sq hω]
  · intro h
    have hpos : 0 ≤ D * (D + 2 * K) := by positivity
    rw [h, rpaFrequency, Real.sq_sqrt hpos, sub_self]
```

The step `hdet` is the determinant above. The two directions after `constructor` take the square root of $\omega^2$ and square the root again. The theorem identifies the eigenvalue and says nothing about eigenvectors. At the crossing itself $\Omega=0$, and the theorem includes that point.

**Q:** And the squaring argument?

**A:** That is the barrier criterion, with the same $L$ as before:

```lean
/-- For `c ≥ 0`, `L ≥ 0` and `x ≠ 0`, the correlation energy rises above its value at the
crossing by more than `L |x|` exactly when `2 L (L + c) |x| < c K`. -/
theorem barrier_iff {c K L x : ℝ} (hc : 0 ≤ c) (hL : 0 ≤ L) (hx : x ≠ 0) :
    correlationEnergy c K 0 + L * |x| < correlationEnergy c K x ↔
      2 * L * (L + c) * |x| < c * K := by
  have ht : 0 < |x| := abs_pos.mpr hx
  have h0 : correlationEnergy c K 0 = -K / 2 := by
    simp [correlationEnergy, gap, rpaFrequency]
  -- the inequality between energies is one between a square root and a linear term
  have key : (c + 2 * L) * |x| < √(c * |x| * (c * |x| + 2 * K)) ↔
      ((c + 2 * L) * |x|) ^ 2 < c * |x| * (c * |x| + 2 * K) :=
    Real.lt_sqrt (by positivity)
  rw [h0]
  simp only [correlationEnergy, gap, rpaFrequency]
  constructor
  · intro h
    have h1 := key.1 (by linarith)
    by_contra hn
    have hn' := not_lt.mp hn
    nlinarith [mul_nonneg ht.le (sub_nonneg.2 hn')]
  · intro h
    have h1 := key.2 (by nlinarith [mul_pos ht (sub_pos.2 h)])
    linarith
```

The left side says that the correlation energy at $x$ exceeds its crossing value by more than $L|x|$. The right side is $2L(L+c)|x|<cK$. The point $x=0$ has to be excluded for positive $c$ and $K$, since there the left side is false and the right side is true.

In the proof, `h0` is the value $-K/2$ at the crossing, and `key` is the squaring step. The lemma `Real.lt_sqrt` requires the number compared with the root to be nonnegative, which `positivity` supplies. The calls to `nlinarith` then do the division by $t$ in reverse: they are given the product of $|x|$ with the difference of the two sides of the criterion, and that product is what connects it with the squared inequality.

**Q:** So the main theorem should be short.

**A:** It is the addition of two inequalities, plus the bookkeeping for "near the crossing":

```lean
/-- For `c, K > 0` and every energy `E0` differentiable at the crossing, the crossing is a
strict local minimum of `E0` plus the RPA correlation energy. -/
theorem crossing_isStrictLocalMin {c K : ℝ} (hc : 0 < c) (hK : 0 < K)
    {E0 : ℝ → ℝ} (hE : DifferentiableAt ℝ E0 0) :
    IsStrictLocalMin (fun x => E0 x + correlationEnergy c K x) 0 := by
  -- near the crossing, `E0` changes at most linearly
  obtain ⟨L, hL, hbig⟩ := hE.hasFDerivAt.isBigO_sub.exists_pos
  have hcont : Continuous fun x : ℝ => 2 * L * (L + c) * |x| :=
    continuous_const.mul continuous_abs
  have hzero : 2 * L * (L + c) * |(0 : ℝ)| < c * K := by
    rw [abs_zero, mul_zero]
    exact mul_pos hc hK
  have hsmall : ∀ᶠ x in 𝓝 (0 : ℝ), 2 * L * (L + c) * |x| < c * K :=
    (hcont.tendsto 0).eventually_lt_const hzero
  unfold IsStrictLocalMin
  filter_upwards [nhdsWithin_le_nhds hbig.bound, nhdsWithin_le_nhds hsmall,
    self_mem_nhdsWithin] with x h1 h2 h3
  -- the square-root rise of the correlation energy beats this linear change
  have h4 := (barrier_iff hc.le hL.le h3).2 h2
  rw [Real.norm_eq_abs, Real.norm_eq_abs, sub_zero] at h1
  have h5 := (abs_le.mp h1).1
  linarith
```

In words: for positive $c$ and $K$, and for any real function `E0` that is differentiable at $0$, the sum of `E0` and the correlation energy has a strict local minimum at $0$. The slope does not appear in the statement, so it may have any value. Differentiability is required at the crossing only.

**Q:** In your derivation you chose $L=|s|+1$. I don't see that choice in the code.

**A:** It is hidden in the first line of the proof, which deserves a closer look. The expression `hE.hasFDerivAt.isBigO_sub` turns differentiability into a big-O statement: $E_0(x)-E_0(0)$ is of order $x-0$ as $x\to0$. A big-O statement says that some constant exists, without naming it. Then `exists_pos` extracts such a constant and guarantees that it is positive. This gives `L`, the proof `hL` that $L>0$, and `hbig`, the bound with that constant. Finally, `hbig.bound` reads

$$\|E_0(x)-E_0(0)\|\le L\,\|x-0\|\quad\text{for all }x\text{ near }0.$$

For real numbers the norm is the absolute value, and `Real.norm_eq_abs` rewrites it so. The slope has disappeared by this stage, and only a linear bound is left. That suits the argument, because the barrier criterion accepts every nonnegative $L$.

The rest follows the derivation. The step `hsmall` says that the criterion holds near $0$, by continuity of $2L(L+c)|x|$. The tactic `filter_upwards` picks a point where the linear bound and the criterion both hold and $x\neq0$. Then `h4` is the rise of $E_c$, `h5` is the lower bound on the change of $E_0$, and `linarith` adds them.

**Q:** Do you need both constants to be positive?

**A:** Zero has to be excluded for each. If $K=0$, the correlation energy vanishes identically. If $c=0$, the gap is zero everywhere and the correlation energy is the constant $-K/2$ for $K\ge0$. In either case a sloping $E_0$ keeps its slope and has no minimum at the crossing.

**Q:** I have a more serious objection. The lower level is the occupied one, so the occupied level changes at the crossing, and the reference energy can have a kink there. For independent electrons it does. Then your differentiability hypothesis fails.

**A:** That is a real restriction. The theorem is about a reference energy that passes smoothly through the crossing. The estimate would tolerate a kink with finite slopes on both sides, since such a function also obeys a linear bound, but that extension would need its own theorem. A jump in $E_0$ is different and could destroy the minimum.

**Q:** Suppose the reference is smooth, then. Is the minimum really produced by the correlation term?

**A:** When the slope of $E_0$ is nonzero, yes:

```lean
/-- For `c, K > 0`, if `E0` has a nonzero slope at the crossing, then the crossing is not a
local minimum of `E0`, but it is a strict local minimum once the RPA correlation energy
is added. -/
theorem spurious_minimum {c K s : ℝ} (hc : 0 < c) (hK : 0 < K)
    {E0 : ℝ → ℝ} (hE : HasDerivAt E0 s 0) (hs : s ≠ 0) :
    ¬ IsLocalMin E0 0 ∧
      IsStrictLocalMin (fun x => E0 x + correlationEnergy c K x) 0 :=
  ⟨fun h => hs (h.hasDerivAt_eq_zero hE),
    crossing_isStrictLocalMin hc hK hE.differentiableAt⟩
```

The hypothesis `HasDerivAt E0 s 0` says that $E_0$ has slope $s$ at the crossing. A differentiable function has zero slope at a local minimum, so $s\neq0$ rules out a minimum of $E_0$ alone. This is the first half of the conclusion, and the second half is the main theorem.

For a geometry optimisation on such a one-coordinate, single-excitation RPA curve, the crossing can therefore act as a trap: a method that takes small steps and accepts only lower energies cannot leave it. The theorems describe the energy curve and do not model any particular optimiser.

**Q:** How wide is the trap? In my example the energy was back at its crossing value at $x=\tfrac14$.

**A:** For a constant force $F>0$, put $L=F$ in the barrier criterion:

```lean
/-- Let `c > 0` and let `E0 = -F x` with a constant force `F > 0`. A point `x > 0` has a higher
total energy than the crossing exactly when `x < c K / (2 F (F + c))`. -/
theorem trap_width {c K F x : ℝ} (hc : 0 < c) (hF : 0 < F) (hx : 0 < x) :
    -F * 0 + correlationEnergy c K 0 < -F * x + correlationEnergy c K x ↔
      x < c * K / (2 * F * (F + c)) := by
  have h := barrier_iff (K := K) hc.le hF.le hx.ne'
  rw [abs_of_pos hx] at h
  have hden : 0 < 2 * F * (F + c) := by positivity
  rw [lt_div_iff₀ hden, mul_comm x, ← h]
  constructor <;> intro h1 <;> linarith
```

On the downhill side $x>0$, the energy is above its crossing value exactly for $x<cK/(2F(F+c))$. With $c=K=F=1$ this is your $\tfrac14$. The proof rewrites the division as a multiplication, applies `barrier_iff`, and moves the term $Fx$ across the inequality.

**Q:** So anything that starts between $0$ and $\tfrac14$ slides back to the crossing?

**A:** No. The width compares energies with the crossing value, and the top of the barrier lies closer in. In your example, setting the derivative to zero puts the top at $x=3/\sqrt8-1\approx0.061$. Your point $x=\tfrac1{12}\approx0.083$ is already on the outer side, and the downhill direction there leads away from the crossing.

**Q:** And the force at the crossing itself?

**A:** The correlation energy has no derivative there, so it does not define a force at that point:

```lean
/-- For `c, K > 0` the RPA correlation energy is not differentiable at the crossing. -/
theorem correlationEnergy_not_differentiableAt {c K : ℝ} (hc : 0 < c) (hK : 0 < K) :
    ¬ DifferentiableAt ℝ (correlationEnergy c K) 0 := by
  intro h
  -- otherwise `E0 = -Ec` would be admissible, and the total energy would be constant
  have hneg : DifferentiableAt ℝ (fun x => -correlationEnergy c K x) 0 := h.neg
  have hmin : ∀ᶠ x in 𝓝[≠] (0 : ℝ),
      -correlationEnergy c K 0 + correlationEnergy c K 0 <
        -correlationEnergy c K x + correlationEnergy c K x :=
    crossing_isStrictLocalMin hc hK hneg
  obtain ⟨x, hx⟩ := hmin.exists
  simp at hx

end

end RPALevelCrossing
```

The argument uses the main theorem against itself. If $E_c$ were differentiable at $0$, then $E_0=-E_c$ would be an allowed reference energy. The total energy would then be zero everywhere, yet it would have a strict local minimum at the crossing. In the code, `hmin` is that supposed minimum, `hmin.exists` picks a nearby point other than $0$, and `simp` reduces the inequality there to $0<0$.

```lean
#print axioms RPALevelCrossing.crossing_isStrictLocalMin
-- 'RPALevelCrossing.crossing_isStrictLocalMin' depends on axioms: [propext, Classical.choice, Quot.sound]
#print axioms RPALevelCrossing.spurious_minimum
-- 'RPALevelCrossing.spurious_minimum' depends on axioms: [propext, Classical.choice, Quot.sound]
#print axioms RPALevelCrossing.trap_width
-- 'RPALevelCrossing.trap_width' depends on axioms: [propext, Classical.choice, Quot.sound]
#print axioms RPALevelCrossing.correlationEnergy_not_differentiableAt
-- 'RPALevelCrossing.correlationEnergy_not_differentiableAt' depends on axioms: [propext, Classical.choice, Quot.sound]
```
